# Walkers drawn in proportion to their overlap on a half circle: the two-orbital local energy has finite variance only when the coupling vanishes

Auxiliary-field Monte Carlo averages local energies, which are ratios with the overlap of walker and trial in the denominator. When all sampled walkers count equally, the usual standard error of such an average presumes that the local energy has a finite variance. Take one particle in two real orbitals, and draw the walker angles from a half circle with probability density proportional to the overlap with the trial orbital. The mean is then finite. The variance is infinite as soon as the Hamiltonian couples the trial orbital to the other one.

Let $h$ be the real $2\times2$ one-body matrix in an orthonormal basis whose first orbital is the trial, with rows and columns numbered from 0, and let $\theta$ be the angle between walker and trial. The local energy is then $E_L=h_{00}+h_{01}\tan\theta$, and its large values come from walkers nearly orthogonal to the trial.

```lean
import Mathlib

open MeasureTheory Set Filter
open scoped Real Topology Matrix

namespace LocalEnergyTail

noncomputable section
```

## One particle, two real orbitals

The local energy of a walker $\varphi$ with trial $\psi$ is the mixed estimator

$$E_L=\frac{\psi^{T}h\varphi}{\psi^{T}\varphi}.$$

In the code, `⬝ᵥ` is the dot product and `*ᵥ` applies a matrix to a vector.

```lean
/-- The local energy (mixed estimator) of a walker orbital `φ` with trial orbital `ψ`, physically
meaningful where the overlap `ψ ⬝ᵥ φ` is nonzero; at zero overlap Lean's division returns 0. -/
def localEnergy (h : Matrix (Fin 2) (Fin 2) ℝ) (ψ φ : Fin 2 → ℝ) : ℝ :=
  (ψ ⬝ᵥ (h *ᵥ φ)) / (ψ ⬝ᵥ φ)
```

The trial is $(1,0)$. Any other normalised real trial can be brought to this form by rotating the basis, with $h$ rotated along with it.

```lean
/-- The trial orbital `(1, 0)`. -/
def trial : Fin 2 → ℝ := ![1, 0]
```

The walker is $(\cos\theta,\sin\theta)$. Its normalisation cancels in $E_L$, but it matters later, when the overlap serves as a weight.

```lean
/-- The normalised walker orbital at angle `θ` from the trial orbital. -/
def walker (θ : ℝ) : Fin 2 → ℝ := ![Real.cos θ, Real.sin θ]
```

The matrix `h` is an arbitrary real one. A physical Hamiltonian would be symmetric, but the trial selects the first component of $h\varphi$, so the second row of $h$ never enters. Complex orbitals, several particles and the propagation that generates the walkers are not modelled.

## Positive overlap on the open arc

Angles are restricted to $-\pi/2<\theta<\pi/2$, where the overlap is positive. The endpoints are the nodes, at which walker and trial are orthogonal.

```lean
/-- The open arc of walker angles between `-π/2` and `π/2`. -/
abbrev arc : Set ℝ := Ioo (-(π / 2)) (π / 2)
```

For a threshold $t$, the outliers are the angles on this arc with $|E_L-h_{00}|>t$.

```lean
/-- The walker angles on the arc at which the local energy deviates from `h 0 0`
by more than `t`. -/
def outliers (h : Matrix (Fin 2) (Fin 2) ℝ) (t : ℝ) : Set ℝ :=
  {θ | θ ∈ arc ∧ t < |localEnergy h trial (walker θ) - h 0 0|}
```

On this arc the overlap is nonzero, so one can divide by it. The numerator is $h_{00}\cos\theta+h_{01}\sin\theta$ and the denominator is $\cos\theta$, hence

$$E_L=h_{00}+h_{01}\tan\theta .$$

```lean
/-- The overlap of the trial orbital with the walker is `cos θ`. -/
theorem overlap_eq (θ : ℝ) : trial ⬝ᵥ walker θ = Real.cos θ := by
  simp [trial, walker, dotProduct, Fin.sum_univ_two]
```

The proof takes the same route: `hc` records that the cosine is nonzero, `hnum` computes the numerator, and `field_simp` carries out the division.

```lean
/-- On the arc the local energy is `h 0 0 + h 0 1 * tan θ`. -/
theorem localEnergy_eq (h : Matrix (Fin 2) (Fin 2) ℝ) {θ : ℝ} (hθ : θ ∈ arc) :
    localEnergy h trial (walker θ) = h 0 0 + h 0 1 * Real.tan θ := by
  have hc : Real.cos θ ≠ 0 := (Real.cos_pos_of_mem_Ioo hθ).ne'
  have hnum : trial ⬝ᵥ (h *ᵥ walker θ) = h 0 0 * Real.cos θ + h 0 1 * Real.sin θ := by
    simp [trial, walker, Matrix.mulVec, dotProduct, Fin.sum_univ_two]
  rw [localEnergy, hnum, overlap_eq, Real.tan_eq_sin_div_cos]
  field_simp
```

At $\theta=\pi/2$ the ratio has no physical value. Lean assigns 0 both to it and to the tangent there, so the formula would read $0=h_{00}$, which is false in general. The opposite open arc would add nothing new, since reversing the sign of the walker leaves $E_L$ unchanged.

## A nonzero coupling

The element $h_{01}$ measures how far the trial is from being an eigenvector: for symmetric $h$, it vanishes exactly when $(1,0)$ is one. Suppose $h_{01}\neq0$ and put $s=t/|h_{01}|$. Then

$$|E_L-h_{00}|>t\iff|\tan\theta|>s\iff\theta>\arctan s\ \text{ or }\ \theta<-\arctan s .$$

The first step divides by $|h_{01}|$, and the second uses the fact that the arctangent is strictly increasing and odd. The outliers therefore fill two intervals, one next to each node.

In the proof, `key` is this chain of equivalences. The hypothesis `hb` enters through `hb'`, which allows the division. The remaining lines check that each interval lies inside the arc.

```lean
/-- For nonzero coupling, the outliers fill two intervals at the ends of the arc. -/
theorem outliers_eq (h : Matrix (Fin 2) (Fin 2) ℝ) (hb : h 0 1 ≠ 0) (t : ℝ) :
    outliers h t = Ioo (-(π / 2)) (-Real.arctan (t / |h 0 1|)) ∪
      Ioo (Real.arctan (t / |h 0 1|)) (π / 2) := by
  have hb' : 0 < |h 0 1| := abs_pos.2 hb
  ext θ
  have key : ∀ hθ : θ ∈ arc, (t < |localEnergy h trial (walker θ) - h 0 0| ↔
      Real.arctan (t / |h 0 1|) < θ ∨ Real.arctan (t / |h 0 1|) < -θ) := by
    intro hθ
    have e : Real.arctan (Real.tan θ) = θ := Real.arctan_tan hθ.1 hθ.2
    have e' : Real.arctan (-Real.tan θ) = -θ := by rw [Real.arctan_neg, e]
    have i1 : Real.arctan (t / |h 0 1|) < θ ↔ t / |h 0 1| < Real.tan θ := by
      have i := Real.arctan_strictMono.lt_iff_lt (a := t / |h 0 1|) (b := Real.tan θ)
      rwa [e] at i
    have i2 : Real.arctan (t / |h 0 1|) < -θ ↔ t / |h 0 1| < -Real.tan θ := by
      have i := Real.arctan_strictMono.lt_iff_lt (a := t / |h 0 1|) (b := -Real.tan θ)
      rwa [e'] at i
    rw [i1, i2, ← lt_abs, div_lt_iff₀ hb', localEnergy_eq h hθ, add_sub_cancel_left,
      abs_mul, mul_comm |h 0 1| |Real.tan θ|]
  have hlo := Real.neg_pi_div_two_lt_arctan (t / |h 0 1|)
  constructor
  · rintro ⟨hθ, ht⟩
    rcases (key hθ).1 ht with h1 | h1
    · exact Or.inr ⟨h1, hθ.2⟩
    · exact Or.inl ⟨hθ.1, by linarith⟩
  · rintro (h1 | h1)
    · have hθ : θ ∈ arc := ⟨h1.1, by linarith [h1.2]⟩
      exact ⟨hθ, (key hθ).2 (Or.inr (by linarith [h1.2]))⟩
    · have hθ : θ ∈ arc := ⟨by linarith [h1.1], h1.2⟩
      exact ⟨hθ, (key hθ).2 (Or.inl h1.1)⟩
```

Without coupling the picture changes completely. For $h=\mathrm{diag}(0,1)$ the local energy is 0 at every angle of the arc, so there are no outliers at any $t>0$, and the variance is zero.

## A positive threshold

A threshold $t>0$ is a genuine energy window around $h_{00}$. For nonzero coupling, positivity is used twice by hand. It makes $\arctan s$ positive, so the two intervals are disjoint and their lengths add, and it permits the reciprocal formula

$$\frac{\pi}{2}-\arctan s=\arctan\frac1s .$$

The total length is therefore $2\arctan(|h_{01}|/t)$. If $h_{01}=0$, the set is empty and the formula also gives zero, so `volume_outliers` needs no assumption on the coupling.

The proof separates these two cases. In the second, `hdisj` is the disjointness and `hinv` the reciprocal formula. `ENNReal.ofReal` is there because Lean's measures take values in the extended nonnegative reals.

```lean
/-- The Lebesgue measure of the walker angles on the arc whose local energy deviates from `h 0 0` by
more than `t > 0` is `2 arctan (|h 0 1| / t)`. -/
theorem volume_outliers (h : Matrix (Fin 2) (Fin 2) ℝ) {t : ℝ} (ht : 0 < t) :
    volume (outliers h t) = ENNReal.ofReal (2 * Real.arctan (|h 0 1| / t)) := by
  by_cases hb : h 0 1 = 0
  · have hempty : outliers h t = ∅ := by
      ext θ
      constructor
      · rintro ⟨hθ, h1⟩
        rw [localEnergy_eq h hθ, hb, zero_mul, add_zero, sub_self, abs_zero] at h1
        exact absurd h1 (not_lt_of_ge ht.le)
      · intro h1
        exact absurd h1 (notMem_empty θ)
    rw [hempty, hb]
    simp
  · have hs : 0 < t / |h 0 1| := div_pos ht (abs_pos.2 hb)
    have ha : 0 < Real.arctan (t / |h 0 1|) := by
      have := Real.arctan_strictMono hs
      rwa [Real.arctan_zero] at this
    have hlt := Real.arctan_lt_pi_div_two (t / |h 0 1|)
    have hdisj : Disjoint (Ioo (-(π / 2)) (-Real.arctan (t / |h 0 1|)))
        (Ioo (Real.arctan (t / |h 0 1|)) (π / 2)) := by
      rw [Set.disjoint_left]
      intro θ h1 h2
      linarith [h1.2, h2.1]
    -- the reciprocal formula for the length of each end interval
    have hinv : Real.arctan (|h 0 1| / t) = π / 2 - Real.arctan (t / |h 0 1|) := by
      rw [← Real.arctan_inv_of_pos hs, inv_div]
    rw [outliers_eq h hb, measure_union hdisj measurableSet_Ioo, Real.volume_Ioo,
      Real.volume_Ioo, ← ENNReal.ofReal_add (by linarith) (by linarith), hinv]
    congr 1
    ring
```

A negative threshold breaks the formula. At $t=-1$ every angle of the arc is an outlier, with total length $\pi$, whereas $2\arctan(-|h_{01}|)$ is never positive.

For large $t$, set $u=1/t$. Then

$$t\cdot 2\arctan\frac{|h_{01}|}{t}=2\,\frac{\arctan(|h_{01}|u)-\arctan 0}{u}\longrightarrow 2|h_{01}| ,$$

because the quotient tends to the derivative of $\arctan(|h_{01}|u)$ at $u=0$. As a fraction of the arc, whose length is $\pi$, the outliers thus behave like $2|h_{01}|/(\pi t)$ when the coupling is nonzero.

The theorem has no hypothesis on `t`, since a limit at infinity only concerns large values. In the proof, `h2` is the derivative, `hinv` sends $1/t$ to zero through nonzero values, and `h3` combines the two.

```lean
/-- As `t` tends to infinity, `t` times the measure of the outliers tends to `2 |h 0 1|`. -/
theorem tendsto_mul_volume_outliers (h : Matrix (Fin 2) (Fin 2) ℝ) :
    Tendsto (fun t : ℝ => t * (volume (outliers h t)).toReal) atTop
      (𝓝 (2 * |h 0 1|)) := by
  have h1 : HasDerivAt (fun u : ℝ => |h 0 1| * u) |h 0 1| 0 :=
    ((hasDerivAt_id' (0 : ℝ)).const_mul |h 0 1|).congr_deriv (mul_one _)
  have h2 : HasDerivAt (fun u : ℝ => Real.arctan (|h 0 1| * u)) |h 0 1| 0 :=
    h1.arctan.congr_deriv (by simp)
  have hinv : Tendsto (fun t : ℝ => t⁻¹) atTop (𝓝[≠] 0) := by
    refine tendsto_nhdsWithin_iff.2 ⟨tendsto_inv_atTop_zero, ?_⟩
    filter_upwards [eventually_gt_atTop (0 : ℝ)] with t ht
    exact inv_ne_zero ht.ne'
  -- the limit is twice the slope of `arctan (|h 0 1| * u)` at `u = 0`
  have h3 := (hasDerivAt_iff_tendsto_slope_zero.1 h2).comp hinv
  refine (h3.const_mul 2).congr' ?_
  filter_upwards [eventually_gt_atTop (0 : ℝ)] with t ht
  have hn : 0 ≤ Real.arctan (|h 0 1| / t) := by
    have := Real.arctan_strictMono.monotone (div_nonneg (abs_nonneg (h 0 1)) ht.le)
    rwa [Real.arctan_zero] at this
  rw [volume_outliers h ht, ENNReal.toReal_ofReal (by linarith)]
  simp only [Function.comp_apply, inv_inv, zero_add, mul_zero, Real.arctan_zero, sub_zero,
    smul_eq_mul, div_eq_mul_inv]
  ring
```

## The overlap as weight

The last two theorems weight each angle by $\cos\theta$. This stands for importance sampling with the overlap as importance function, applied to a population that is uniform in angle: the walkers are drawn with probability density $\tfrac12\cos\theta$. The uniform population is a postulate: its density does not fall off towards the nodes, and a propagation that depletes walkers there could give a different variance.

In the mean, the weight cancels the denominator:

$$\int_{-\pi/2}^{\pi/2}\cos\theta\,E_L\,d\theta=\int_{-\pi/2}^{\pi/2}(h_{00}\cos\theta+h_{01}\sin\theta)\,d\theta=2h_{00}.$$

The weight itself integrates to 2, so the normalised mean is $h_{00}$. With uniform weight and nonzero coupling, $E_L$ would not even be absolutely integrable, since $|\tan\theta|$ grows like the inverse distance to the node.

In the proof, `e` is the cancellation. Integrability then follows from continuity, and the value from the integrals of sine and cosine.

```lean
/-- Weighted with the overlap `cos θ`, the local energy is integrable over the arc and its
integral is `2 * h 0 0`. -/
theorem weighted_mean (h : Matrix (Fin 2) (Fin 2) ℝ) :
    IntegrableOn (fun θ => Real.cos θ * localEnergy h trial (walker θ)) arc ∧
      ∫ θ in arc, Real.cos θ * localEnergy h trial (walker θ) = 2 * h 0 0 := by
  -- the weight cancels the overlap in the denominator
  have e : EqOn (fun θ => h 0 0 * Real.cos θ + h 0 1 * Real.sin θ)
      (fun θ => Real.cos θ * localEnergy h trial (walker θ)) arc := by
    intro θ hθ
    have hc : Real.cos θ ≠ 0 := (Real.cos_pos_of_mem_Ioo hθ).ne'
    have ht : Real.tan θ * Real.cos θ = Real.sin θ := Real.tan_mul_cos hc
    change h 0 0 * Real.cos θ + h 0 1 * Real.sin θ =
      Real.cos θ * localEnergy h trial (walker θ)
    rw [localEnergy_eq h hθ]
    linear_combination (-(h 0 1)) * ht
  have hc1 : Continuous (fun θ : ℝ => h 0 0 * Real.cos θ) :=
    continuous_const.mul Real.continuous_cos
  have hc2 : Continuous (fun θ : ℝ => h 0 1 * Real.sin θ) :=
    continuous_const.mul Real.continuous_sin
  have hcont : Continuous (fun θ : ℝ => h 0 0 * Real.cos θ + h 0 1 * Real.sin θ) :=
    hc1.add hc2
  have hi1 : IntervalIntegrable (fun θ : ℝ => h 0 0 * Real.cos θ) volume
      (-(π / 2)) (π / 2) := hc1.intervalIntegrable _ _
  have hi2 : IntervalIntegrable (fun θ : ℝ => h 0 1 * Real.sin θ) volume
      (-(π / 2)) (π / 2) := hc2.intervalIntegrable _ _
  have hle : -(π / 2) ≤ π / 2 := by linarith [Real.pi_pos]
  refine ⟨(hcont.integrableOn_Icc.mono_set Ioo_subset_Icc_self).congr_fun e
    measurableSet_Ioo, ?_⟩
  refine (setIntegral_congr_fun measurableSet_Ioo e).symm.trans ?_
  change ∫ θ in Ioo (-(π / 2)) (π / 2), (h 0 0 * Real.cos θ + h 0 1 * Real.sin θ) =
    2 * h 0 0
  rw [← integral_Ioc_eq_integral_Ioo, ← intervalIntegral.integral_of_le hle,
    intervalIntegral.integral_add hi1 hi2,
    intervalIntegral.integral_const_mul, intervalIntegral.integral_const_mul,
    integral_cos, integral_sin, Real.sin_neg, Real.cos_neg, Real.sin_pi_div_two]
  ring
```

Since $h_{00}$ is the weighted mean, the squared deviation from it, averaged with the same density, gives the variance of $E_L$. One power of the cosine cannot cancel the two in $\tan^2\theta$. On $0<\theta<\pi/2$,

$$\cos\theta\tan^2\theta+\cos\theta=\frac{\sin^2\theta+\cos^2\theta}{\cos\theta}=\frac1{\cos\theta}\ge\frac1{\pi/2-\theta},$$

where the inequality is $\cos\theta=\sin(\pi/2-\theta)\le\pi/2-\theta$. The integral of the right-hand side from 0 to $\pi/2-\varepsilon$ is $\ln(\pi/(2\varepsilon))$, which diverges as $\varepsilon\to0$. The added $\cos\theta$ has a finite integral, so the divergence belongs to $\cos\theta\tan^2\theta$, and for $h_{01}\ne0$ also to $\cos\theta\,(E_L-h_{00})^2=h_{01}^2\cos\theta\tan^2\theta$. For $h_{01}=0$ this integrand is zero.

The divergence depends on drawing the walkers with this density. If the angles were drawn evenly and each carried $\cos\theta$ as a numerical weight, the statistical error of the weighted average would be governed by $\int_{-\pi/2}^{\pi/2}\cos^2\theta\,(E_L-h_{00})^2\,d\theta=\pi h_{01}^2/2$, which is finite.

The theorem states both directions as an equivalence. Its proof assumes integrability together with $h_{01}\neq0$, divides by $h_{01}^2$ and adds the cosine. The identity is `e1`, the inequality is `hle`, and `hint` concludes that the inverse distance to the node would be integrable. `intervalIntegrable_sub_inv_iff` allows that only if the interval is trivial or avoids the singular point, and neither is the case.

The outlier theorems measure angles evenly, while the moments carry the weight. Had the outliers been weighted by $\cos\theta$ as well, their measure for $h_{01}\neq0$ would be

$$2\left(1-\frac{t}{\sqrt{t^2+h_{01}^2}}\right),$$

which falls off as $h_{01}^2/t^2$ rather than $2|h_{01}|/t$. That faster decay fits a finite mean with a logarithmically divergent variance.

```lean
/-- Weighted with the overlap `cos θ`, the squared deviation of the local energy from
`h 0 0` is integrable over the arc exactly when the coupling `h 0 1` vanishes. -/
theorem weighted_sq_integrable_iff (h : Matrix (Fin 2) (Fin 2) ℝ) :
    IntegrableOn (fun θ => Real.cos θ * (localEnergy h trial (walker θ) - h 0 0) ^ 2) arc
      ↔ h 0 1 = 0 := by
  constructor
  · intro hf
    by_contra hb
    have hpi := Real.pi_pos
    have hsub : Ioo 0 (π / 2) ⊆ arc := Ioo_subset_Ioo_left (by linarith)
    have hcos : IntegrableOn Real.cos (Ioo 0 (π / 2)) :=
      Real.continuous_cos.integrableOn_Icc.mono_set Ioo_subset_Icc_self
    have hg := Integrable.add
      (Integrable.const_mul (hf.mono_set hsub) ((h 0 1 ^ 2)⁻¹)) hcos
    -- the weighted squared deviation, divided by `h 0 1 ^ 2` and with the cosine added,
    -- dominates the inverse distance to the node at `π / 2`
    have hint : IntegrableOn (fun θ : ℝ => (θ - π / 2)⁻¹) (Ioo 0 (π / 2)) := by
      refine Integrable.mono' hg
        (measurable_id.sub_const (π / 2)).inv.aestronglyMeasurable
        (ae_restrict_of_forall_mem measurableSet_Ioo fun θ hθ => ?_)
      have hc : 0 < Real.cos θ := Real.cos_pos_of_mem_Ioo (hsub hθ)
      have hle : Real.cos θ ≤ π / 2 - θ := by
        rw [← Real.sin_pi_div_two_sub]
        exact Real.sin_le (by linarith [hθ.2])
      have e1 : Real.cos θ * Real.tan θ ^ 2 + Real.cos θ = (Real.cos θ)⁻¹ := by
        rw [Real.tan_eq_sin_div_cos]
        field_simp
        linarith [Real.sin_sq_add_cos_sq θ]
      have e2 : (h 0 1 ^ 2)⁻¹ * (Real.cos θ * (h 0 1 * Real.tan θ) ^ 2) =
          Real.cos θ * Real.tan θ ^ 2 := by
        field_simp
      change ‖(θ - π / 2)⁻¹‖ ≤ (h 0 1 ^ 2)⁻¹ *
        (Real.cos θ * (localEnergy h trial (walker θ) - h 0 0) ^ 2) + Real.cos θ
      rw [localEnergy_eq h (hsub hθ), add_sub_cancel_left, e2, e1, norm_inv,
        Real.norm_eq_abs, abs_of_neg (by linarith [hθ.2]), neg_sub]
      exact inv_anti₀ hc hle
    have hI : IntervalIntegrable (fun θ : ℝ => (θ - π / 2)⁻¹) volume 0 (π / 2) :=
      (intervalIntegrable_iff_integrableOn_Ioc_of_le (by linarith)).2
        (hint.congr_set_ae Ioo_ae_eq_Ioc.symm)
    rcases intervalIntegrable_sub_inv_iff.1 hI with h0 | h0
    · linarith
    · exact h0 right_mem_uIcc
  · intro hb
    have hz : IntegrableOn (fun _ : ℝ => (0 : ℝ)) arc := integrableOn_zero
    refine hz.congr_fun (fun θ hθ => ?_) measurableSet_Ioo
    change (0 : ℝ) = Real.cos θ * (localEnergy h trial (walker θ) - h 0 0) ^ 2
    rw [localEnergy_eq h hθ, hb]
    ring

end

end LocalEnergyTail
```

```lean
#print axioms LocalEnergyTail.tendsto_mul_volume_outliers
#print axioms LocalEnergyTail.weighted_mean
#print axioms LocalEnergyTail.weighted_sq_integrable_iff
```

```
'LocalEnergyTail.tendsto_mul_volume_outliers' depends on axioms: [propext, Classical.choice, Quot.sound]
'LocalEnergyTail.weighted_mean' depends on axioms: [propext, Classical.choice, Quot.sound]
'LocalEnergyTail.weighted_sq_integrable_iff' depends on axioms: [propext, Classical.choice, Quot.sound]
```
